# A separable potential on the momentum line with a bound state embedded in the continuum

## Can one projector bind a Gaussian at positive energy?

Whether a bound state is "embedded in the continuum" can be tested on the kinetic energy alone, or on the Hamiltonian that also contains the potential. I want the second test.

My example lives on the real momentum line, in units where the kinetic energy is $k^2$. Take $p(k)=e^{-k^2}$, $g(k)=(k^2-q^2)\,p(k)$ with $q\neq 0$ and $q^2\neq 1/4$, and a separable potential with projector $g$ and strength $s=-1/\int g p$. Then $p$ should be a square-integrable eigenfunction at the positive energy $q^2$. Separable pseudopotentials are known for ghost states, so I would like to see this small case made rigorous and machine-checked, including the claim that $q^2$ really lies in the continuum.

## Embedding tested on the interacting Hamiltonian

Let the Hamiltonian act on a real amplitude $\psi$ by

$$(H\psi)(k)=k^2\psi(k)+s\,g(k)\int g\psi .$$

We say that an energy $E$ is in the continuum if, for every $\varepsilon>0$, there is a nonzero square-integrable $\psi$ with $\int p\psi=0$ and

$$|(H\psi)(k)-E\psi(k)|\le\varepsilon\,|\psi(k)|\quad\text{for all }k .$$

Squaring and integrating gives $\|H\psi-E\psi\|\le\varepsilon\|\psi\|$, the usual condition for an approximate eigenfunction.

The orthogonality to $p$ is easily forgotten. Without it, $\psi=p$ would pass the test at $E=q^2$ with zero error, and the bound state would certify its own embedding.

### The strength that binds the Gaussian

The Gaussian integral is $\int e^{-2k^2}dk=\sqrt{\pi/2}$. The function $k\,e^{-2k^2}$ vanishes at both ends of the line, so its derivative integrates to zero:

$$0=\int\left(e^{-2k^2}-4k^2e^{-2k^2}\right)dk,\qquad\text{hence}\qquad \int k^2e^{-2k^2}dk=\tfrac14\sqrt{\pi/2}.$$

Since $g p=(k^2-q^2)e^{-2k^2}$,

$$\int g p=\left(\tfrac14-q^2\right)\sqrt{\pi/2}.$$

Now apply $H$ to $p$:

$$Hp-q^2p=(k^2-q^2)p+s(k^2-q^2)p\int g p=(k^2-q^2)\,p\left(1+s\int g p\right).$$

At a momentum with $k^2=q^2+1$ the first two factors are nonzero. The right side therefore vanishes for all $k$ exactly when $s\int gp=-1$. Such an $s$ exists exactly when $q^2\neq1/4$, and then

$$s=\frac{1}{(q^2-\frac14)\sqrt{\pi/2}} ,$$

which is positive, a repulsive potential, exactly when $q^2>1/4$.

The normalised state is $(2/\pi)^{1/4}e^{-k^2}$, with mean kinetic energy $1/4$. The potential has to supply the remaining $q^2-1/4$, which accounts for the sign of $s$.

### No second state at the same energy

Suppose $H\psi=q^2\psi$ almost everywhere, and write $a=\int g\psi$. Then

$$(k^2-q^2)\,\psi=-s\,a\,(k^2-q^2)\,p .$$

The factor $k^2-q^2$ vanishes only at $k=\pm q$, a set of measure zero. Cancelling it elsewhere gives $\psi=-s\,a\,p$ almost everywhere.

### Wave packets that the projector does not see

For $E\ge0$ and $\varepsilon>0$ let

$$\varphi(k)=k\,\max\left(0,\ \varepsilon-|k^2-E|\right).$$

This packet is continuous and vanishes unless $|k^2-E|<\varepsilon$, so it has bounded support and is square-integrable. It is not zero, because at $k=\sqrt{E+\varepsilon/2}$ its value is $\frac{\varepsilon}{2}\sqrt{E+\varepsilon/2}>0$.

It is also odd, while $p$ and $g$ are even, so $\int p\varphi=0$ and $\int g\varphi=0$. The potential term drops out, and

$$|H\varphi-E\varphi|=|k^2-E|\,|\varphi|\le\varepsilon|\varphi| .$$

Where $\varphi\neq0$ this is the support condition; elsewhere both sides are zero. Every $E\ge0$ is thus in the continuum, for every strength $s$, and $q^2$ is among these energies. The packets are odd and the bound state $p$ is even, so this argument does not show that there are also even approximate eigenfunctions orthogonal to $p$ at $q^2$.

### The Lean file

```lean
import Mathlib

open MeasureTheory

namespace GhostStateInContinuum

noncomputable section

/-- The Gaussian momentum amplitude `p(k) = exp(-k²)`. -/
def gaussian (k : ℝ) : ℝ := Real.exp (-k ^ 2)

/-- The projector function `g(k) = (k² - q²) p(k)` of the separable potential. -/
def projector (q k : ℝ) : ℝ := (k ^ 2 - q ^ 2) * gaussian k

/-- The overlap `∫ g p` of the projector with the Gaussian. -/
def overlap (q : ℝ) : ℝ := ∫ k, projector q k * gaussian k

/-- Kinetic energy `k²` plus a separable potential of strength `s`, acting on real momentum
amplitudes `ψ` for which `g ψ` is integrable. -/
def hamiltonian (q s : ℝ) (ψ : ℝ → ℝ) (k : ℝ) : ℝ :=
  k ^ 2 * ψ k + s * projector q k * ∫ x, projector q x * ψ x

/-- The tuned strength `s = -1 / ∫ g p`, meant for `q² ≠ 1/4`. -/
def strength (q : ℝ) : ℝ := -1 / overlap q

/-- `E` has approximate eigenfunctions of any accuracy `ε`: nonzero, square-integrable and
orthogonal to the Gaussian. -/
def InContinuum (q s E : ℝ) : Prop :=
  ∀ ε > 0, ∃ ψ : ℝ → ℝ, MemLp ψ 2 volume ∧ ¬ ψ =ᵐ[volume] 0 ∧
    ∫ k, gaussian k * ψ k = 0 ∧ ∀ k, |hamiltonian q s ψ k - E * ψ k| ≤ ε * |ψ k|

/-- An odd wave packet supported where the kinetic energy is within `ε` of `E`. -/
def packet (E ε k : ℝ) : ℝ := k * max 0 (ε - |k ^ 2 - E|)

lemma gaussian_pos (k : ℝ) : 0 < gaussian k := Real.exp_pos _

lemma gaussian_sq (k : ℝ) : gaussian k * gaussian k = Real.exp (-2 * k ^ 2) := by
  unfold gaussian
  rw [← Real.exp_add]
  congr 1
  ring

/-- The overlap of projector and Gaussian is `(1/4 - q²) √(π/2)`. -/
theorem overlap_eq (q : ℝ) : overlap q = (1 / 4 - q ^ 2) * √(Real.pi / 2) := by
  have h0 : Integrable (fun x : ℝ => Real.exp (-2 * x ^ 2)) :=
    integrable_exp_neg_mul_sq two_pos
  have h2 : Integrable (fun x : ℝ => x ^ 2 * Real.exp (-2 * x ^ 2)) := by
    have h := integrable_rpow_mul_exp_neg_mul_sq (b := 2) two_pos (s := 2) (by norm_num)
    simpa only [Real.rpow_two] using h
  -- the derivative of `x exp(-2x²)` integrates to zero
  have hz : ∫ x : ℝ, (Real.exp (-2 * x ^ 2) - 4 * (x ^ 2 * Real.exp (-2 * x ^ 2))) = 0 := by
    refine integral_eq_zero_of_hasDerivAt_of_integrable
      (f := fun x : ℝ => x * Real.exp (-2 * x ^ 2)) (fun x => ?_)
      (h0.sub (h2.const_mul 4)) (integrable_mul_exp_neg_mul_sq two_pos)
    have h := ((hasDerivAt_id' x).fun_mul (hasDerivAt_id' x)).const_mul (-2 : ℝ)
    simp only [← pow_two] at h
    exact ((hasDerivAt_id' x).fun_mul h.exp).congr_deriv (by ring)
  rw [integral_sub h0 (h2.const_mul 4), integral_const_mul, integral_gaussian] at hz
  have e : overlap q =
      ∫ x : ℝ, (x ^ 2 * Real.exp (-2 * x ^ 2) - q ^ 2 * Real.exp (-2 * x ^ 2)) := by
    refine integral_congr_ae (Filter.Eventually.of_forall fun k => ?_)
    simp only [projector, mul_assoc, gaussian_sq]
    ring
  rw [e, integral_sub h2 (h0.const_mul _), integral_const_mul, integral_gaussian]
  linear_combination (-1 / 4) * hz

/-- The Gaussian is an eigenfunction at energy `q²` exactly when `s ∫ g p = -1`. -/
theorem bound_state_iff (q s : ℝ) :
    (∀ k, hamiltonian q s gaussian k = q ^ 2 * gaussian k) ↔ s * overlap q = -1 := by
  have hH : ∀ k, hamiltonian q s gaussian k - q ^ 2 * gaussian k
      = (k ^ 2 - q ^ 2) * gaussian k * (1 + s * overlap q) := by
    intro k
    change k ^ 2 * gaussian k + s * projector q k * overlap q - _ = _
    unfold projector
    ring
  constructor
  · intro h
    -- test at a momentum with `k² = q² + 1`
    have h1 := hH √(q ^ 2 + 1)
    rw [h, sub_self, Real.sq_sqrt (by positivity)] at h1
    have h2 : gaussian √(q ^ 2 + 1) * (1 + s * overlap q) = 0 := by
      linear_combination (-1) * h1
    have h3 := (mul_eq_zero.mp h2).resolve_left (gaussian_pos _).ne'
    linarith
  · intro h k
    linear_combination hH k + (k ^ 2 - q ^ 2) * gaussian k * h

/-- Some strength makes the Gaussian an eigenfunction at energy `q²` exactly when
`q² ≠ 1/4`. -/
theorem exists_strength_iff (q : ℝ) :
    (∃ s, ∀ k, hamiltonian q s gaussian k = q ^ 2 * gaussian k) ↔ q ^ 2 ≠ 1 / 4 := by
  constructor
  · rintro ⟨s, hs⟩ hq
    have h := (bound_state_iff q s).mp hs
    rw [overlap_eq, hq] at h
    norm_num at h
  · intro hq
    have hO : overlap q ≠ 0 := by
      rw [overlap_eq]
      exact mul_ne_zero (sub_ne_zero.mpr hq.symm)
        (Real.sqrt_pos.mpr (div_pos Real.pi_pos two_pos)).ne'
    exact ⟨strength q, (bound_state_iff q _).mpr (div_mul_cancel₀ _ hO)⟩

/-- The tuned strength is positive exactly when `q² > 1/4`. -/
theorem strength_pos_iff (q : ℝ) : 0 < strength q ↔ 1 / 4 < q ^ 2 := by
  have hS : 0 < √(Real.pi / 2) := Real.sqrt_pos.mpr (div_pos Real.pi_pos two_pos)
  rw [strength, overlap_eq, neg_div, neg_pos, one_div, inv_lt_zero]
  constructor
  · intro h
    by_contra hn
    have h1 := mul_nonneg (sub_nonneg.mpr (not_lt.mp hn)) hS.le
    linarith
  · intro h
    exact mul_neg_of_neg_of_pos (by linarith) hS

/-- Every solution of the eigenvalue equation at energy `q²` is almost everywhere a multiple
of the Gaussian. -/
theorem bound_state_unique (q s : ℝ) (ψ : ℝ → ℝ)
    (h : ∀ᵐ k, hamiltonian q s ψ k = q ^ 2 * ψ k) :
    ∃ c : ℝ, ∀ᵐ k, ψ k = c * gaussian k := by
  refine ⟨-s * ∫ x, projector q x * ψ x, ?_⟩
  have hne : ∀ᵐ k : ℝ, k ∉ ({q, -q} : Set ℝ) :=
    compl_mem_ae_iff.mpr ((Set.toFinite _).measure_zero volume)
  filter_upwards [h, hne] with k hk hn
  -- away from `k = ±q` the factor `k² - q²` can be cancelled
  have hd : k ^ 2 - q ^ 2 ≠ 0 := by
    intro h0
    apply hn
    have h1 : (k - q) * (k + q) = 0 := by linear_combination h0
    rcases mul_eq_zero.mp h1 with h2 | h2
    · exact Or.inl (by linarith)
    · exact Or.inr (show k = -q by linarith)
  change k ^ 2 * ψ k + s * ((k ^ 2 - q ^ 2) * gaussian k) * (∫ x, projector q x * ψ x)
    = q ^ 2 * ψ k at hk
  apply mul_left_cancel₀ hd
  linear_combination hk

lemma integral_even_mul_odd {f ψ : ℝ → ℝ} (hf : ∀ x, f (-x) = f x)
    (hψ : ∀ x, ψ (-x) = -ψ x) : ∫ x, f x * ψ x = 0 := by
  have h := integral_neg_eq_self (fun x => f x * ψ x) volume
  simp only [hf, hψ, mul_neg, integral_neg] at h
  linarith

/-- Every energy `E ≥ 0` lies in the continuum, for any strength of the potential. -/
theorem continuum (q s : ℝ) {E : ℝ} (hE : 0 ≤ E) : InContinuum q s E := by
  intro ε hε
  have hc : Continuous (packet E ε) := by
    unfold packet
    fun_prop
  have hodd : ∀ x, packet E ε (-x) = -packet E ε x := by
    intro x
    simp only [packet, neg_sq, neg_mul]
  have hg : ∀ x, gaussian (-x) = gaussian x := by
    intro x
    simp only [gaussian, neg_sq]
  have hsupp : HasCompactSupport (packet E ε) := by
    refine HasCompactSupport.intro
      (isCompact_Icc (a := -(E + ε + 1)) (b := E + ε + 1)) fun k hk => ?_
    have h1 : E + ε ≤ k ^ 2 := by
      by_contra hlt
      have hlt' := not_le.mp hlt
      apply hk
      constructor <;> nlinarith [sq_nonneg (k + 1), sq_nonneg (k - 1)]
    unfold packet
    rw [max_eq_left (by linarith [le_abs_self (k ^ 2 - E)]), mul_zero]
  refine ⟨packet E ε, hc.memLp_of_hasCompactSupport hsupp, ?_,
    integral_even_mul_odd hg hodd, ?_⟩
  · intro h
    have h1 := congrFun (Measure.eq_of_ae_eq h hc continuous_zero) √(E + ε / 2)
    have hp : 0 < packet E ε √(E + ε / 2) := by
      unfold packet
      rw [Real.sq_sqrt (by linarith), show E + ε / 2 - E = ε / 2 by ring,
        abs_of_pos (by linarith)]
      exact mul_pos (Real.sqrt_pos.mpr (by linarith)) (lt_max_of_lt_right (by linarith))
    exact hp.ne' h1
  · intro k
    -- the even projector does not see the odd packet
    have hz : ∫ x, projector q x * packet E ε x = 0 :=
      integral_even_mul_odd (fun x => by simp only [projector, neg_sq, hg]) hodd
    unfold hamiltonian
    rw [hz, show k ^ 2 * packet E ε k + s * projector q k * 0 - E * packet E ε k
      = (k ^ 2 - E) * packet E ε k by ring, abs_mul]
    by_cases h : |k ^ 2 - E| ≤ ε
    · exact mul_le_mul_of_nonneg_right h (abs_nonneg _)
    · have h0 : packet E ε k = 0 := by
        unfold packet
        rw [max_eq_left (by linarith [not_le.mp h]), mul_zero]
      simp [h0]

/-- For `q ≠ 0` and `q² ≠ 1/4`, at the tuned strength, the Gaussian is a square-integrable, nowhere
vanishing eigenfunction at the positive energy `q²`, while all energies `E ≥ 0` lie in the
continuum. -/
theorem bound_state_in_continuum (q : ℝ) (hq : q ≠ 0) (hq' : q ^ 2 ≠ 1 / 4) :
    MemLp gaussian 2 volume ∧ (∀ k, gaussian k ≠ 0) ∧
    (∀ k, hamiltonian q (strength q) gaussian k = q ^ 2 * gaussian k) ∧
    0 < q ^ 2 ∧ ∀ E, 0 ≤ E → InContinuum q (strength q) E := by
  have hc : Continuous gaussian := by
    unfold gaussian
    fun_prop
  refine ⟨?_, fun k => (gaussian_pos k).ne', ?_, by positivity,
    fun E hE => continuum q _ hE⟩
  · refine (memLp_two_iff_integrable_sq hc.aestronglyMeasurable).mpr ?_
    have e : (fun k => gaussian k ^ 2) = fun k : ℝ => Real.exp (-2 * k ^ 2) := by
      funext k
      rw [← gaussian_sq]
      ring
    rw [e]
    exact integrable_exp_neg_mul_sq two_pos
  · obtain ⟨s, hs⟩ := (exists_strength_iff q).mpr hq'
    have h := (bound_state_iff q s).mp hs
    have hO : overlap q ≠ 0 := by
      intro h0
      rw [h0] at h
      norm_num at h
    exact (bound_state_iff q _).mpr (div_mul_cancel₀ _ hO)

end

end GhostStateInContinuum
```

```lean
#print axioms GhostStateInContinuum.strength_pos_iff
-- 'GhostStateInContinuum.strength_pos_iff' depends on axioms: [propext, Classical.choice, Quot.sound]
#print axioms GhostStateInContinuum.bound_state_unique
-- 'GhostStateInContinuum.bound_state_unique' depends on axioms: [propext, Classical.choice, Quot.sound]
#print axioms GhostStateInContinuum.bound_state_in_continuum
-- 'GhostStateInContinuum.bound_state_in_continuum' depends on axioms: [propext, Classical.choice, Quot.sound]
```

### How the Lean statement reads

`gaussian` is $p$, `projector q` is $g$, `overlap q` is $\int gp$, and `hamiltonian q s ψ k` is $(H\psi)(k)$. An amplitude is a function `ℝ → ℝ`, and integrals use Lebesgue measure with no factors of $2\pi$. The tuned value of $s$ is `strength q`. Physically, it is the strength at which the potential term cancels the mismatch $(k^2-q^2)p$ between the kinetic energy and the chosen level.

`InContinuum q s E` is the approximate-eigenfunction condition given above. `MemLp ψ 2 volume` says that $\psi$ is square-integrable, and `¬ ψ =ᵐ[volume] 0` says that it is not zero almost everywhere.

The main theorem, `bound_state_in_continuum`, assumes $q\neq0$ and $q^2\neq1/4$. It concludes that

- $p$ is square-integrable and vanishes nowhere;
- $Hp=q^2p$ at every momentum, with the tuned strength;
- $q^2>0$, and every $E\ge0$ is in the continuum of the same $H$.

Both hypotheses are needed:

- **At $q=1/2$** we have $\int gp=0$. For any $s$ whatsoever, $(Hp)(0)=0$, whereas $q^2p(0)=1/4$, so the eigenvalue equation fails.
- **At $q=0$** the Gaussian is still an eigenfunction for the tuned strength, but its energy is $0$, the edge of the continuum, and $q^2>0$ fails.

The file works with functions and pointwise formulas. It does not build $H$ as a self-adjoint operator on a Hilbert space, nor does it define its spectrum. The test `InContinuum` is also passed at the energy of any other bound state orthogonal to $p$, even if that energy is isolated. This does happen here, though the file does not prove it: for $0<q^2<1/4$ the tuned potential is attractive and also binds a state at one negative energy. At $q^2$ itself `bound_state_unique` rules out such a false positive, since a nonzero multiple of $p$ is not orthogonal to $p$.

The model also has no semilocal pseudopotential to compare with, so it cannot label the state as spurious, and the words `GhostState` in the name of the Lean namespace should not be read as such a claim. For electronic structure it shows, for one particle in one dimension with a single projector, that a separable potential can hold a normalisable state at positive energy, which a search restricted to negative energies would miss.

### How the proof follows the calculation

`overlap_eq` evaluates $\int gp$. The facts `h0` and `h2` give integrability of $e^{-2x^2}$ and $x^2e^{-2x^2}$, and `hz` states that the derivative of $x\,e^{-2x^2}$ integrates to zero. After the integral is split and the Gaussian integral inserted, `linear_combination (-1 / 4) * hz` solves for the second moment.

`bound_state_iff` first proves the factorisation of $Hp-q^2p$ as `hH`. In one direction it evaluates this at `√(q ^ 2 + 1)` and cancels the positive Gaussian; in the other it substitutes $s\int gp=-1$. `exists_strength_iff` combines this with the value of the overlap, and `strength_pos_iff` reads off the sign.

`bound_state_unique` takes $c=-s\int g\psi$. The set $\{q,-q\}$ is finite and so has measure zero. `filter_upwards` restricts attention to momenta outside it where the eigenvalue equation holds, and `mul_left_cancel₀` then cancels $k^2-q^2$.

`integral_even_mul_odd` is the parity argument: replacing $x$ by $-x$ shows that the integral equals its own negative. `continuum` uses it twice on `packet E ε`, once for orthogonality to $p$ and once to remove the potential term. To show that the packet is not zero almost everywhere, the proof uses that two continuous functions which agree almost everywhere agree everywhere, and then evaluates at `√(E + ε / 2)`. The final `by_cases` separates momenta with $|k^2-E|\le\varepsilon$ from those where the packet vanishes.

`bound_state_in_continuum` then assembles the parts. What it adds is the square-integrability of $p$, which follows from $p^2=e^{-2k^2}$.
